# Exact recovery of the constant term of a multi-exponential sequence with known ratios different from one

## The sequence, the weights and the estimate

Let K be a field, in applications the real or the complex numbers, and let m be a natural number. A multi-exponential sequence is

    s_n = E + Σ_k A_k q_k^n,    n = 0, 1, 2, …

Here E is the constant to be found, the A_k are amplitudes and the q_k are ratios, all in K. The index k runs over 0, …, m − 1. The power q^0 is 1 for every q, including q = 0, so a component with ratio zero contributes A_k to s_0 and nothing afterwards. Empty sums are 0 and empty products are 1.

From the ratios we form the polynomial

    P(x) = ∏_k (x − q_k) = Σ_j c_j x^j,    j = 0, …, m,

where c_j is the coefficient of x^j. For a polynomial p with coefficients p_j and a natural number N, the window sum of the N + 1 terms that start at n is

    W_N[p](n) = Σ_j p_j s_(n+j),    j = 0, …, N.

The coefficient of x^j multiplies the term j steps after s_n, so the highest coefficient goes with the latest term. The estimate of E is the window sum for P divided by the sum of its weights:

    Ê(n) = ( Σ_j c_j s_(n+j) ) / ( Σ_j c_j ),    j = 0, …, m.

## Where such sequences come from

For a Hermitian Hamiltonian H on a finite-dimensional space, with ground energy ε_g, higher levels ε_k, a normalised state ψ and a time step τ > 0, the imaginary-time correlation ⟨ψ| exp(−nτ(H − ε_g)) |ψ⟩ has exactly this form, with E the weight of ψ in the ground level, A_k its weight in level k, and q_k = exp(−τ(ε_k − ε_g)). In electronic structure, where the electron–electron cusp makes orbital expansions converge slowly, a model in which the error is a finite sum of inverse powers L^(−α_k) of a cutoff L takes the same form when the cutoffs grow geometrically, L_n = L_0 b^n with b > 1, and then q_k = b^(−α_k).

The condition q_k ≠ 1 says that no component is itself constant in n. In the first example it holds because only levels above the ground level are counted among the k, and in the second because each exponent α_k is positive. A component with ratio 1 adds A_k to every term, and no data of this kind can separate it from E.

## The identity and its companions

If every q_k differs from 1, then for all E, all amplitudes and every n

    Ê(n) = E.

The ratios may coincide, may vanish, and need not be small. The ratios are taken as known, since they define the weights.

For m = 0 the polynomial is P = 1, the only weight is c_0 = 1, and Ê(n) = s_n = E. For m = 1, with the single ratio q,

    Ê(n) = ( s_(n+1) − q s_n ) / (1 − q).

For m = 2 the weights are c_0 = q_0 q_1, c_1 = −(q_0 + q_1) and c_2 = 1. With q_0 = 1/4 and q_1 = 1/16 the normalised weights are 1/45, −20/45 and 64/45, which add up to 1.

Three further results accompany the identity: the value of Ê(n) when the sequence holds components that P was not built for, a characterisation of the polynomials that remove the exponentials when the ratios are distinct, and the exactness of Aitken's Δ² formula for one exponential of unknown ratio.

## Why the exponentials cancel

Let p have degree at most N, so that p(x) = Σ_j p_j x^j with j = 0, …, N. Insert the sequence in the window sum and use q_k^(n+j) = q_k^n q_k^j:

    W_N[p](n) = Σ_j p_j E + Σ_j p_j Σ_k A_k q_k^n q_k^j.

The first term is E Σ_j p_j 1^j = E p(1). In the second, both sums are finite and can be exchanged, and the inner sum over j becomes p(q_k). The response of the filter is therefore

    W_N[p](n) = E p(1) + Σ_k A_k q_k^n p(q_k).

Now take p = P and N = m, which is allowed because a product of m linear factors has degree at most m. The value P(q_k) contains the factor q_k − q_k = 0, so every exponential drops out and the numerator of the estimate is E P(1). The denominator is

    Σ_j c_j = P(1) = ∏_k (1 − q_k).

In a field a product vanishes exactly when one of its factors does, so the denominator is zero exactly when some q_k equals 1. Under the hypothesis it is nonzero, and Ê(n) = E P(1)/P(1) = E.

## Components that the filter was not built for

Suppose that every q_k still differs from 1 and that the data are s_n + Σ_l B_l r_l^n, with m' further amplitudes B_l and ratios r_l, l = 0, …, m' − 1. The window sum is additive in the sequence. The first part gives E after division by P(1). The second part is a sequence of the same kind with constant 0, so its response is Σ_l B_l r_l^n P(r_l). Dividing by P(1) factor by factor gives

    Ê(n) = E + Σ_l B_l r_l^n ∏_k (r_l − q_k)/(1 − q_k).

No condition is placed on the r_l. With all A_k = 0 the formula gives the error of a filter built from inexact ratios q_k when the true ratios are the r_l. For real ratios the factor shows a cost, since a q_k close to 1 makes 1 − q_k small and can magnify a neglected component.

## Which filters remove the exponentials

Let the q_k be distinct and let p have degree at most N. Then W_N[p](n) = E p(1) holds for all E, all amplitudes and all n exactly when P divides p.

If p = P g for a polynomial g, then p(q_k) = P(q_k) g(q_k) = 0 and the response reduces to E p(1). Conversely, choose E = 0, n = 0, A_k = 1 for one k and all other amplitudes zero. The response is then p(q_k), and it must equal 0 · p(1) = 0. Each x − q_k thus divides p. For distinct ratios these factors are pairwise coprime, so their product divides p. Distinctness matters in this direction: for m = 2 and q_0 = q_1 = q, the polynomial x − q removes both components, yet (x − q)² does not divide it.

## One exponential with unknown ratio

Let s_i = E + A q^i for all i and put a = A q^n. The second difference is

    s_(n+2) − 2 s_(n+1) + s_n = a q² − 2 a q + a = a (q − 1)²,

and

    s_n s_(n+2) − s_(n+1)² = (E + a)(E + a q²) − (E + a q)² = E a (q − 1)².

If q ≠ 1 and a ≠ 0, the quotient of the second expression by the first is E, and it is computed from three terms without knowledge of q. The condition a ≠ 0 says that the exponential is still present at step n. Aitken's method is normally applied to convergent sequences whose error is only asymptotically geometric, in order to speed up their convergence. What is shown here is exactness on the pure one-exponential sequence, with no statement about rates.

## Weights taken in reverse order

The coefficients of ∏_k (1 − q_k x) are the c_j read backwards, and it is easy to attach them to s_n, …, s_(n+m) by confusing the direction of the window. Their sum is again ∏_k (1 − q_k), so the normalisation looks right and a constant sequence is still reproduced. The roots, however, are the inverses 1/q_k of the nonzero ratios. For m = 1 the reversed formula gives

    ( s_n − q s_(n+1) ) / (1 − q) = E + A q^n (1 + q),

which enlarges the exponential for positive q instead of removing it.

## The Lean file

```lean
import Mathlib

open Polynomial Finset

namespace MultiExponentialElimination

noncomputable section

variable {K : Type*} [Field K] {m : ℕ}

/-- The sequence `s_n = E + ∑_k A_k q_k^n`: a constant `E` plus `m` exponential components. -/
def signal (E : K) (A q : Fin m → K) (n : ℕ) : K := E + ∑ k, A k * q k ^ n

/-- The polynomial `∏_k (x - q_k)`, whose coefficients are the weights `c_j`. -/
def annihilator (q : Fin m → K) : K[X] := ∏ k, (X - C (q k))

/-- The weighted sum `∑_{j=0}^{N} p_j s_{n+j}` of `N + 1` consecutive terms of `s`,
with the coefficients of `p` as weights. -/
def windowSum (N : ℕ) (p : K[X]) (s : ℕ → K) (n : ℕ) : K :=
  ∑ j ∈ range (N + 1), p.coeff j * s (n + j)

/-- The estimate `(∑_j c_j s_{n+j}) / (∑_j c_j)`, with `j = 0, ..., m` and `c_j` the
coefficients of `∏_k (x - q_k)`. -/
def estimate (q : Fin m → K) (s : ℕ → K) (n : ℕ) : K :=
  windowSum m (annihilator q) s n / ∑ j ∈ range (m + 1), (annihilator q).coeff j

/-- The polynomial `∏_k (x - q_k)` has degree at most `m`. -/
theorem natDegree_annihilator_le (q : Fin m → K) : (annihilator q).natDegree ≤ m := by
  unfold annihilator
  refine (natDegree_prod_le _ _).trans ?_
  simp

/-- The value of the annihilating polynomial at `x` is `∏_k (x - q_k)`. -/
theorem eval_annihilator (q : Fin m → K) (x : K) :
    (annihilator q).eval x = ∏ k, (x - q k) := by
  simp [annihilator, eval_prod]

/-- Response of a filter `p` of degree at most `N`: the constant is multiplied by `p(1)`
and the component with ratio `q_k` by `p(q_k)`. -/
theorem windowSum_signal {N : ℕ} {p : K[X]} (hp : p.natDegree ≤ N) (E : K)
    (A q : Fin m → K) (n : ℕ) :
    windowSum N p (signal E A q) n
      = E * p.eval 1 + ∑ k, A k * q k ^ n * p.eval (q k) := by
  have h : ∀ x, p.eval x = ∑ j ∈ range (N + 1), p.coeff j * x ^ j :=
    fun x => eval_eq_sum_range' (by omega : p.natDegree < N + 1) x
  have h1 : E * p.eval 1 = ∑ j ∈ range (N + 1), p.coeff j * E := by
    rw [h, mul_sum]
    exact sum_congr rfl fun j _ => by rw [one_pow]; ring
  -- exchange the sum over components with the sum over the window
  have h2 : ∑ k, A k * q k ^ n * p.eval (q k)
      = ∑ j ∈ range (N + 1), p.coeff j * ∑ k, A k * q k ^ (n + j) := by
    simp only [h, mul_sum]
    rw [sum_comm]
    exact sum_congr rfl fun j _ => sum_congr rfl fun k _ => by ring
  rw [h1, h2, ← sum_add_distrib]
  unfold windowSum signal
  exact sum_congr rfl fun j _ => by ring

/-- The sum of the weights `c_j` equals `∏_k (1 - q_k)`. -/
theorem sum_coeff_annihilator (q : Fin m → K) :
    ∑ j ∈ range (m + 1), (annihilator q).coeff j = ∏ k, (1 - q k) := by
  have hd := natDegree_annihilator_le q
  rw [← eval_annihilator,
    eval_eq_sum_range' (by omega : (annihilator q).natDegree < m + 1)]
  simp

/-- The sum of the weights `c_j` vanishes exactly when some ratio `q_k` equals one. -/
theorem sum_coeff_eq_zero_iff (q : Fin m → K) :
    ∑ j ∈ range (m + 1), (annihilator q).coeff j = 0 ↔ ∃ k, q k = 1 := by
  rw [sum_coeff_annihilator, prod_eq_zero_iff]
  constructor
  · rintro ⟨k, -, hk⟩
    exact ⟨k, (sub_eq_zero.mp hk).symm⟩
  · rintro ⟨k, hk⟩
    exact ⟨k, mem_univ k, by rw [hk, sub_self]⟩

/-- Multi-exponential elimination: if no ratio `q_k` equals one, then
`(∑_j c_j s_{n+j}) / (∑_j c_j) = E` for every `n`. -/
theorem estimate_signal (E : K) (A q : Fin m → K) (hq : ∀ k, q k ≠ 1) (n : ℕ) :
    estimate q (signal E A q) n = E := by
  have hD : ∏ k, (1 - q k) ≠ 0 :=
    prod_ne_zero_iff.mpr fun k _ => sub_ne_zero.mpr (hq k).symm
  -- every ratio is a root, so every exponential drops out
  have h0 : ∑ k, A k * q k ^ n * (annihilator q).eval (q k) = 0 :=
    sum_eq_zero fun k _ => by
      rw [eval_annihilator, prod_eq_zero (mem_univ k) (sub_self _), mul_zero]
  unfold estimate
  rw [windowSum_signal (natDegree_annihilator_le q), h0, add_zero, sum_coeff_annihilator,
    eval_annihilator, mul_div_assoc, div_self hD, mul_one]

/-- If no ratio `q_k` equals one and the sequence holds further components `B_l r_l^n`, the estimate
is `E` plus these components, each multiplied by `∏_k (r_l - q_k) / (1 - q_k)`. -/
theorem estimate_residual {m' : ℕ} (E : K) (A q : Fin m → K) (B r : Fin m' → K)
    (hq : ∀ k, q k ≠ 1) (n : ℕ) :
    estimate q (fun i => signal E A q i + ∑ l, B l * r l ^ i) n
      = E + ∑ l, B l * r l ^ n * ∏ k, (r l - q k) / (1 - q k) := by
  -- the filter is additive in the sequence
  have hadd : windowSum m (annihilator q) (fun i => signal E A q i + ∑ l, B l * r l ^ i) n
      = windowSum m (annihilator q) (signal E A q) n
        + windowSum m (annihilator q) (signal 0 B r) n := by
    unfold windowSum
    rw [← sum_add_distrib]
    refine sum_congr rfl fun j _ => ?_
    simp only [signal]
    ring
  have hE := estimate_signal E A q hq n
  unfold estimate at hE ⊢
  rw [hadd, add_div, hE, windowSum_signal (natDegree_annihilator_le q), zero_mul, zero_add,
    sum_coeff_annihilator, sum_div]
  congr 1
  refine sum_congr rfl fun l _ => ?_
  rw [eval_annihilator, prod_div_distrib, mul_div_assoc]

/-- For distinct ratios, a filter `p` of degree at most `N` returns `E p(1)` for all `E`, all
amplitudes and all `n` exactly when `∏_k (x - q_k)` divides `p`. -/
theorem eliminates_iff_dvd {N : ℕ} {p : K[X]} (hp : p.natDegree ≤ N) (q : Fin m → K)
    (hq : Function.Injective q) :
    (∀ (E : K) (A : Fin m → K) (n : ℕ), windowSum N p (signal E A q) n = E * p.eval 1)
      ↔ annihilator q ∣ p := by
  constructor
  · intro h
    -- a single unit amplitude at `n = 0` shows that each ratio is a root of `p`
    have hroot : ∀ k, p.eval (q k) = 0 := by
      intro k
      have hk := h 0 (Pi.single k 1) 0
      rw [windowSum_signal hp] at hk
      simpa [Pi.single_apply] using hk
    exact Fintype.prod_dvd_of_coprime (pairwise_coprime_X_sub_C hq)
      fun k => dvd_iff_isRoot.mpr (hroot k)
  · rintro ⟨g, hg⟩ E A n
    have h0 : ∑ k, A k * q k ^ n * p.eval (q k) = 0 :=
      sum_eq_zero fun k _ => by
        rw [hg, eval_mul, eval_annihilator, prod_eq_zero (mem_univ k) (sub_self _),
          zero_mul, mul_zero]
    rw [windowSum_signal hp, h0, add_zero]

/-- Aitken's delta-squared formula returns `E` from three consecutive terms of
`s_i = E + A q^i` when `q ≠ 1` and `A q^n ≠ 0`. -/
theorem aitken_exact (E A q : K) (s : ℕ → K) (hs : ∀ i, s i = E + A * q ^ i) (hq : q ≠ 1)
    (n : ℕ) (hA : A * q ^ n ≠ 0) :
    (s n * s (n + 2) - s (n + 1) ^ 2) / (s (n + 2) - 2 * s (n + 1) + s n) = E := by
  -- the second difference is `A q^n (q - 1)^2`
  have hD : s (n + 2) - 2 * s (n + 1) + s n = A * q ^ n * (q - 1) ^ 2 := by
    simp only [hs]
    ring
  have hne : s (n + 2) - 2 * s (n + 1) + s n ≠ 0 := by
    rw [hD]
    exact mul_ne_zero hA (pow_ne_zero 2 (sub_ne_zero.mpr hq))
  rw [div_eq_iff hne]
  simp only [hs]
  ring

end

end MultiExponentialElimination
```

```lean
#print axioms MultiExponentialElimination.sum_coeff_eq_zero_iff
#print axioms MultiExponentialElimination.estimate_residual
#print axioms MultiExponentialElimination.eliminates_iff_dvd
#print axioms MultiExponentialElimination.aitken_exact
```

```
'MultiExponentialElimination.sum_coeff_eq_zero_iff' depends on axioms: [propext, Classical.choice, Quot.sound]
'MultiExponentialElimination.estimate_residual' depends on axioms: [propext, Classical.choice, Quot.sound]
'MultiExponentialElimination.eliminates_iff_dvd' depends on axioms: [propext, Classical.choice, Quot.sound]
'MultiExponentialElimination.aitken_exact' depends on axioms: [propext, Classical.choice, Quot.sound]
```

## What the definitions and hypotheses say

The amplitudes and ratios are functions `Fin m → K`, which fixes k = 0, …, m − 1, and `signal E A q` is the sequence s_n. The polynomial P is `annihilator q`, with c_j given by `(annihilator q).coeff j`. The definition `windowSum N p s n` is W_N[p](n) for an arbitrary sequence `s`; the sum over `range (N + 1)` covers j = 0, …, N, and `s (n + j)` fixes the order of the weights. The definition `estimate q s n` is Ê(n).

The theorem `estimate_signal` reads: for any field, any m, any E, A and q with `hq : ∀ k, q k ≠ 1`, and any n, the estimate applied to the sequence equals E. If some ratio equals 1, Lean's convention x/0 = 0 makes the estimate 0 whatever E is, so without `hq` the equation fails for every E ≠ 0. The theorem `estimate_residual` states the error formula under the same hypothesis. In `eliminates_iff_dvd`, distinctness is `Function.Injective q`, the window length is independent of m, and nothing is divided by p(1); the ratio 1 and polynomials with p(1) = 0, such as p = 0, are admitted. In `aitken_exact` the form of the sequence enters as the hypothesis `hs`.

The theorems use no absolute value on K, so they say nothing about limits, noise or rounding. E is the constant term, and it is the limit of s_n over the real or complex numbers when all |q_k| < 1. The number of components is finite, the multi-exponential form is assumed and not derived from a Hamiltonian, and terms such as n q^n are excluded. The physical examples, the counterexample with a repeated ratio and the reversed weights illustrate the theorems and are not among them.

## How the tactics follow the algebra

The lemma `natDegree_annihilator_le` bounds the degree of the product by the sum of the degrees of its factors through `natDegree_prod_le`, and that sum is m. The lemma `eval_annihilator` says that evaluating P at x gives ∏_k (x − q_k).

The response formula is `windowSum_signal`. Its step `h` writes p(x) as the sum over j = 0, …, N by `eval_eq_sum_range'`, and this is where the degree bound `hp` is used; without it the window would miss higher coefficients. Step `h1` turns E p(1) into Σ_j p_j E. Step `h2` exchanges the two sums with `sum_comm`, and `ring` matches q_k^n q_k^j with q_k^(n+j) term by term. The two sums over j are then merged and compared with the definition.

The lemma `sum_coeff_annihilator` evaluates P at 1 in both ways and gives Σ_j c_j = ∏_k (1 − q_k). From it `sum_coeff_eq_zero_iff` obtains the exact condition for a vanishing denominator by `prod_eq_zero_iff`.

In `estimate_signal`, `hD` is the nonvanishing of ∏_k (1 − q_k), and `h0` shows that each term of the exponential sum is zero, because `prod_eq_zero` finds the factor q_k − q_k. The closing rewrite applies the response formula, removes the exponential sum, brings numerator and denominator to the same product and cancels it with `div_self hD`.

In `estimate_residual`, `hadd` is the additivity of the window sum, with the extra components written as `signal 0 B r`. The main theorem handles the first part, the response formula the second, and `prod_div_distrib` identifies the quotient of two products with the product of quotients.

In `eliminates_iff_dvd`, the test amplitude is `Pi.single k 1`, used with E = 0 and n = 0 to obtain `hroot`. Roots become linear factors by `dvd_iff_isRoot`, and `pairwise_coprime_X_sub_C hq` with `Fintype.prod_dvd_of_coprime` assembles them into P. The other direction substitutes p = P g and repeats the cancellation in `h0`.

In `aitken_exact`, `hD` factors the second difference as A q^n (q − 1)², and `hne` shows that it is nonzero from `hA` and `hq`. Then `div_eq_iff hne` clears the denominator, and `ring` verifies the remaining polynomial identity in E, A, q and q^n.
